# The implicit midpoint rule keeps the linear reversing symmetries and quadratic invariants of its vector field

A torque-free rigid body keeps its kinetic energy and the length of its angular momentum, and its motion run backwards with the angular momentum flipped is again a possible motion. The file below shows that each exact step of the implicit midpoint rule has the same properties, and it proves this for any vector field on $\mathbb R^n$ with a linear reversing map and a quadratic invariant.

In Lean 4 with Mathlib:

```lean
import Mathlib

open Matrix

namespace ImplicitMidpointReversal

noncomputable section

variable {n : Type*} [Fintype n]

/-- The states `y` and `y'` are joined by one implicit midpoint step of size `h`
for the vector field `f`. -/
def IsMidpointStep (f : (n → ℝ) → (n → ℝ)) (h : ℝ) (y y' : n → ℝ) : Prop :=
  y' = y + h • f ((1 / 2 : ℝ) • (y + y'))

/-- The quadratic observable `xᵀ S x`. -/
def quad (S : Matrix n n ℝ) (x : n → ℝ) : ℝ := x ⬝ᵥ S *ᵥ x

omit [Fintype n] in
/-- Two states form a midpoint step exactly when they are reached from a common state `x`
by half an explicit Euler step backwards and half a step forwards. -/
theorem isMidpointStep_iff (f : (n → ℝ) → (n → ℝ)) (h : ℝ) (y y' : n → ℝ) :
    IsMidpointStep f h y y' ↔
      ∃ x, y = x - (h / 2) • f x ∧ y' = x + (h / 2) • f x := by
  constructor
  · intro hs
    have e : y' = y + h • f ((1 / 2 : ℝ) • (y + y')) := hs
    refine ⟨(1 / 2 : ℝ) • (y + y'), ?_, ?_⟩
    · ext i
      have ei := congrFun e i
      simp only [Pi.add_apply, Pi.sub_apply, Pi.smul_apply, smul_eq_mul] at ei ⊢
      linear_combination (-1 / 2 : ℝ) * ei
    · ext i
      have ei := congrFun e i
      simp only [Pi.add_apply, Pi.smul_apply, smul_eq_mul] at ei ⊢
      linear_combination (1 / 2 : ℝ) * ei
  · rintro ⟨x, rfl, rfl⟩
    -- the average of the two end states is `x`
    have hm : (1 / 2 : ℝ) • ((x - (h / 2) • f x) + (x + (h / 2) • f x)) = x := by module
    unfold IsMidpointStep
    rw [hm]
    module

/-- For symmetric `S`, the observable `yᵀ S y` changes across a step with midpoint `x` by `2 h xᵀ S
f(x)`. -/
theorem quad_balance {S : Matrix n n ℝ} (hS : S.IsSymm) (f : (n → ℝ) → (n → ℝ))
    (h : ℝ) (x : n → ℝ) :
    quad S (x + (h / 2) • f x) - quad S (x - (h / 2) • f x)
      = 2 * h * (x ⬝ᵥ S *ᵥ f x) := by
  -- symmetry of `S` makes the two cross terms equal
  have hs : f x ⬝ᵥ S *ᵥ x = x ⬝ᵥ S *ᵥ f x := by
    rw [dotProduct_mulVec, ← mulVec_transpose, hS.eq, dotProduct_comm]
  simp only [quad, mulVec_add, mulVec_sub, mulVec_smul, dotProduct_add, dotProduct_sub,
    add_dotProduct, sub_dotProduct, smul_dotProduct, dotProduct_smul, smul_eq_mul]
  linear_combination h * hs

/-- If a linear map `R` reverses the vector field and `S` is symmetric with `xᵀ S f(x) = 0`, then
each midpoint step `(y, y')` gives a midpoint step `(R y', R y)` and conserves `yᵀ S y`. -/
theorem midpoint_reversible_and_conservative {f : (n → ℝ) → (n → ℝ)} {h : ℝ}
    {R : (n → ℝ) →ₗ[ℝ] (n → ℝ)} {S : Matrix n n ℝ}
    (hR : ∀ x, f (R x) = -R (f x)) (hS : S.IsSymm) (hf : ∀ x, x ⬝ᵥ S *ᵥ f x = 0)
    {y y' : n → ℝ} (hy : IsMidpointStep f h y y') :
    IsMidpointStep f h (R y') (R y) ∧ quad S y' = quad S y := by
  obtain ⟨x, rfl, rfl⟩ := (isMidpointStep_iff f h y y').1 hy
  constructor
  · -- the reversed step has midpoint `R x`
    refine (isMidpointStep_iff f h _ _).2 ⟨R x, ?_, ?_⟩
    · rw [hR, map_add, map_smul]
      module
    · rw [hR, map_sub, map_smul]
      module
  · have hb := quad_balance hS f h x
    rw [hf x, mul_zero] at hb
    exact sub_eq_zero.1 hb

omit [Fintype n] in
/-- For a nonzero step size, if a linear map `R` turns every midpoint step into a midpoint step with
exchanged ends, then `R` reverses the vector field. -/
theorem field_reversed_of_steps_reversed {f : (n → ℝ) → (n → ℝ)} {h : ℝ} (hh : h ≠ 0)
    {R : (n → ℝ) →ₗ[ℝ] (n → ℝ)}
    (H : ∀ y y', IsMidpointStep f h y y' → IsMidpointStep f h (R y') (R y)) (x : n → ℝ) :
    f (R x) = -R (f x) := by
  -- test the assumption on the step whose midpoint is `x`
  have e := H _ _ ((isMidpointStep_iff f h _ _).2 ⟨x, rfl, rfl⟩)
  unfold IsMidpointStep at e
  have hm : (1 / 2 : ℝ) • (R (x + (h / 2) • f x) + R (x - (h / 2) • f x)) = R x := by
    simp only [map_add, map_sub, map_smul]
    module
  rw [hm] at e
  simp only [map_add, map_sub, map_smul] at e
  ext i
  have ei := congrFun e i
  simp only [Pi.add_apply, Pi.sub_apply, Pi.smul_apply, Pi.neg_apply, smul_eq_mul] at ei ⊢
  apply mul_left_cancel₀ hh
  linear_combination -ei

/-- For a nonzero step size and a symmetric `S`, the midpoint rule conserves `yᵀ S y` on all its
steps exactly when `xᵀ S f(x) = 0` for every state `x`. -/
theorem conserves_quad_iff {f : (n → ℝ) → (n → ℝ)} {h : ℝ} (hh : h ≠ 0)
    {S : Matrix n n ℝ} (hS : S.IsSymm) :
    (∀ y y', IsMidpointStep f h y y' → quad S y' = quad S y) ↔
      ∀ x, x ⬝ᵥ S *ᵥ f x = 0 := by
  constructor
  · intro H x
    have e := H _ _ ((isMidpointStep_iff f h _ _).2 ⟨x, rfl, rfl⟩)
    have hb := quad_balance hS f h x
    rw [e, sub_self] at hb
    exact (mul_eq_zero.1 hb.symm).resolve_left (mul_ne_zero two_ne_zero hh)
  · intro hf y y' hy
    obtain ⟨x, rfl, rfl⟩ := (isMidpointStep_iff f h y y').1 hy
    have hb := quad_balance hS f h x
    rw [hf x, mul_zero] at hb
    exact sub_eq_zero.1 hb

/-- If a linear map `R` reverses the vector field and `S` is symmetric with `xᵀ S f(x) = 0` for
every `x`, then a midpoint trajectory of `N` steps, read backwards and mapped by `R`, is again a
midpoint trajectory, and `yᵀ S y` keeps its initial value along the original one. -/
theorem trajectory_reversible_and_conservative {f : (n → ℝ) → (n → ℝ)} {h : ℝ}
    {R : (n → ℝ) →ₗ[ℝ] (n → ℝ)} {S : Matrix n n ℝ}
    (hR : ∀ x, f (R x) = -R (f x)) (hS : S.IsSymm) (hf : ∀ x, x ⬝ᵥ S *ᵥ f x = 0)
    {y : ℕ → n → ℝ} {N : ℕ} (hy : ∀ k < N, IsMidpointStep f h (y k) (y (k + 1))) :
    (∀ k < N, IsMidpointStep f h (R (y (N - k))) (R (y (N - (k + 1))))) ∧
      ∀ k ≤ N, quad S (y k) = quad S (y 0) := by
  constructor
  · intro k hk
    have e : N - k = (N - (k + 1)) + 1 := by omega
    rw [e]
    exact (midpoint_reversible_and_conservative hR hS hf (hy _ (by omega))).1
  · intro k
    induction k with
    | zero => intro _; rfl
    | succ k ih =>
      intro hk
      exact (midpoint_reversible_and_conservative hR hS hf (hy k (by omega))).2.trans
        (ih (by omega))

/-- Euler's field `L × ω` of a free rigid body with angular momentum `L`, inverse principal
moments of inertia `w` and angular velocity `ω i = w i * L i`. -/
def eulerField (w L : Fin 3 → ℝ) : Fin 3 → ℝ := crossProduct L (fun i => w i * L i)

/-- Euler's field is reversed by `L ↦ -L`, satisfies the conservation condition for `S = 1` and
for `S = diag w`, and does not vanish at `(1, 1, 0)` if `w 0 ≠ w 1`. -/
theorem eulerField_witness (w : Fin 3 → ℝ) :
    (∀ L, eulerField w ((-LinearMap.id : (Fin 3 → ℝ) →ₗ[ℝ] (Fin 3 → ℝ)) L)
      = -(-LinearMap.id : (Fin 3 → ℝ) →ₗ[ℝ] (Fin 3 → ℝ)) (eulerField w L)) ∧
    (∀ L, L ⬝ᵥ (1 : Matrix (Fin 3) (Fin 3) ℝ) *ᵥ eulerField w L = 0) ∧
    (∀ L, L ⬝ᵥ diagonal w *ᵥ eulerField w L = 0) ∧
    (w 0 ≠ w 1 → eulerField w ![1, 1, 0] ≠ 0) := by
  refine ⟨fun L => ?_, fun L => ?_, fun L => ?_, fun hw h0 => ?_⟩
  · change eulerField w (-L) = -(-(eulerField w L))
    simp only [eulerField, cross_apply, Pi.neg_apply, mul_neg, neg_mul, neg_neg]
  · rw [one_mulVec]
    simp [eulerField, cross_apply, dotProduct, Fin.sum_univ_succ]
    ring
  · simp only [dotProduct, mulVec_diagonal]
    simp [eulerField, cross_apply, Fin.sum_univ_succ]
    ring
  · have h2 := congrFun h0 2
    simp [eulerField, cross_apply] at h2
    exact hw (by linarith)

/-- A midpoint step of the free rigid body can be reversed by flipping the angular momentum, and
it conserves both `|L|²` and `∑ w i * L i ^ 2`, twice the kinetic energy. -/
theorem rigid_body_midpoint {w L L' : Fin 3 → ℝ} {h : ℝ}
    (hL : IsMidpointStep (eulerField w) h L L') :
    IsMidpointStep (eulerField w) h (-L') (-L) ∧ L' ⬝ᵥ L' = L ⬝ᵥ L ∧
      ∑ i, w i * L' i ^ 2 = ∑ i, w i * L i ^ 2 := by
  obtain ⟨hR, h1, hw, -⟩ := eulerField_witness w
  have a := midpoint_reversible_and_conservative hR isSymm_one h1 hL
  have b := midpoint_reversible_and_conservative hR (isSymm_diagonal w) hw hL
  have key : ∀ v : Fin 3 → ℝ, quad (diagonal w) v = ∑ i, w i * v i ^ 2 := by
    intro v
    simp only [quad, dotProduct, mulVec_diagonal]
    exact Finset.sum_congr rfl (fun i _ => by ring)
  refine ⟨a.1, ?_, ?_⟩
  · have a2 := a.2
    simp only [quad, one_mulVec] at a2
    exact a2
  · rw [← key, ← key]
    exact b.2

end

end ImplicitMidpointReversal
```

```lean
#print axioms ImplicitMidpointReversal.field_reversed_of_steps_reversed
#print axioms ImplicitMidpointReversal.conserves_quad_iff
#print axioms ImplicitMidpointReversal.trajectory_reversible_and_conservative
#print axioms ImplicitMidpointReversal.rigid_body_midpoint
```

```
'ImplicitMidpointReversal.field_reversed_of_steps_reversed' depends on axioms: [propext, Classical.choice, Quot.sound]
'ImplicitMidpointReversal.conserves_quad_iff' depends on axioms: [propext, Classical.choice, Quot.sound]
'ImplicitMidpointReversal.trajectory_reversible_and_conservative' depends on axioms: [propext, Classical.choice, Quot.sound]
'ImplicitMidpointReversal.rigid_body_midpoint' depends on axioms: [propext, Classical.choice, Quot.sound]
```

## Steps as pairs of states

For a differential equation $\dot y = f(y)$ and a step size $h$, the implicit midpoint rule joins a state $y$ to a state $y'$ by

$$y' = y + h\, f\!\left(\tfrac{1}{2}(y+y')\right).$$

The unknown $y'$ appears on both sides. `IsMidpointStep f h y y'` is this equation, read as a relation between two given states. It doesn't say that a suitable $y'$ exists for a given $y$, or that there is only one. The theorems speak about pairs that do satisfy the equation.

A state is a function `n → ℝ` on a finite index type `n`, which stands for a vector in $\mathbb R^n$. The field `f` is any function from states to states, with no continuity or smoothness required, and `h` is any real number, so negative steps are included. The observable `quad S x` is $x^T S x$, with `S` a real matrix that need not be positive.

The main theorem, `midpoint_reversible_and_conservative`, has three hypotheses on these data:

- `hR` says $f(Rx) = -R f(x)$ for every $x$, where $R$ is a linear map.
- `hS` says $S^T = S$.
- `hf` says $x^T S f(x) = 0$ for every $x$.

Its conclusion is that if $(y, y')$ is a step, then $(Ry', Ry)$ is a step with the same $h$, and $y'^T S y' = y^T S y$.

## What the two conditions mean for the motion

The condition on $R$ is time-reversal symmetry of the differential equation. If $y(t)$ is a solution, set $z(t) = R\,y(-t)$. Then

$$\dot z(t) = -R f(y(-t)) = f(R\,y(-t)) = f(z(t)),$$

so $z$ is a solution too. In mechanics $R$ typically keeps positions and flips momenta. The theorem does not ask that $R^2 = 1$ or even that $R$ be invertible, although a physical time reversal of a classical state has both properties.

The condition on $S$ says that $x^T S x$ is a constant of the motion, since for symmetric $S$

$$\frac{d}{dt}\, y^T S y = 2\, y^T S f(y) = 0.$$

The two conditions are independent of each other: the reversal uses only the first and the conservation law only the second.

In simulation practice this covers quadratic invariants with a constant matrix $S$, for steps whose implicit equation is solved exactly. An iterative solver that stops at a tolerance, or works in rounded arithmetic, produces pairs that satisfy the equation only approximately. If the equation has several solutions, the theorem says that $Ry$ is one valid successor of $Ry'$, and a solver might return another. In quantum mechanics, a finite-dimensional Schrödinger equation with a constant Hamiltonian, written in real and imaginary parts, is a linear field of this type: since the Hamiltonian is Hermitian, the squared norm and the energy expectation value are both quadratic invariants, and complex conjugation serves as $R$ when the Hamiltonian matrix is real.

## Every step is centred on its midpoint

Let $x = \tfrac12(y+y')$. The step equation says $y' - y = h f(x)$, and the definition of $x$ says $y' + y = 2x$. Half the difference and half the sum of these two equations give

$$y = x - \tfrac h2 f(x), \qquad y' = x + \tfrac h2 f(x).$$

Conversely, choose any $x$ and define $y$ and $y'$ by these formulas. Their average is $x$ and their difference is $h f(x)$, so they form a step. The midpoint is therefore a free parameter: every state is the midpoint of some step, whether or not the implicit equation can be solved from a prescribed $y$.

This is `isMidpointStep_iff`. In the forward direction the proof supplies the average as $x$ and checks both formulas component by component; the coefficients $\mp\tfrac12$ given to `linear_combination` are the halves in the argument above. In the other direction, `hm` records that the average of the two end states is $x$, and `module` finishes the vector algebra.

## Reversal exchanges the two ends

Apply $R$ to the centred form. Linearity and $R f(x) = -f(Rx)$ give

$$Ry' = Rx + \tfrac h2 R f(x) = Rx - \tfrac h2 f(Rx),$$
$$Ry = Rx - \tfrac h2 R f(x) = Rx + \tfrac h2 f(Rx).$$

This is the centred form of a step with midpoint $Rx$, starting at $Ry'$ and ending at $Ry$. The sign change in $f$ has exchanged the two ends, while $h$ has stayed the same.

In the first half of the main proof, `obtain` replaces the given step by its centred form, and `⟨R x, ?_, ?_⟩` names the midpoint of the new one. The two remaining goals are the two displayed lines, proved by rewriting with `hR` and the linearity of $R$.

## The change of a quadratic observable

Write $a = \tfrac h2 f(x)$, so that $y = x - a$ and $y' = x + a$. Expanding both quadratic forms, the terms $x^T S x$ and $a^T S a$ cancel in the difference:

$$y'^T S y' - y^T S y = 2\,(x^T S a + a^T S x) = 4\, x^T S a = 2h\, x^T S f(x).$$

The second equality uses the symmetry of $S$. The result is an exact balance with no remainder of higher order in $h$. If $x^T S f(x)$ vanishes at the midpoint, the observable has the same value at both ends.

`quad_balance` is this identity. Its auxiliary statement `hs` is the equality of the two cross terms, obtained from `hS`. The `simp only` call expands the products, and `linear_combination h * hs` combines the cross terms. The second half of the main proof inserts `hf x` into the balance and reads off equality.

## Both conditions are necessary when the step size is nonzero

Since $x$ can be chosen freely, properties of all steps can be turned back into properties of $f$.

Suppose $R$ sends every step $(y, y')$ to a step $(Ry', Ry)$. Take the step with midpoint $x$. The image has midpoint $Rx$, so its step equation reads $Ry - Ry' = h f(Rx)$. From the centred form, $Ry - Ry' = -h R f(x)$. Dividing by $h \neq 0$ gives $f(Rx) = -R f(x)$. This is `field_reversed_of_steps_reversed`; there `hm` computes the midpoint of the image, and `mul_left_cancel₀ hh` is the division by $h$.

Suppose instead that every step conserves $y^T S y$ for a symmetric $S$. The balance then gives $2h\, x^T S f(x) = 0$ for every $x$, and $h \neq 0$ leaves $x^T S f(x) = 0$. `conserves_quad_iff` states this together with its converse as an equivalence.

Both results assume the property for all steps of one fixed nonzero size. For $h = 0$ a step has $y' = y$, so reversal and conservation hold for every field and carry no information about it.

## A whole trajectory run backwards

Let $y_0, y_1, \dots, y_N$ be states in which each neighbouring pair $(y_k, y_{k+1})$ is a step. Define $z_k = R\,y_{N-k}$ for $0 \le k \le N$. For $k < N$, the pair $(y_{N-k-1}, y_{N-k})$ is a step of the original trajectory, and its reversal is the pair $(z_k, z_{k+1})$. The states $z_0, \dots, z_N$ therefore form a trajectory from $Ry_N$ to $Ry_0$. Applying the conservation law step by step gives $y_k^T S y_k = y_0^T S y_0$ for all $k \le N$.

`trajectory_reversible_and_conservative` contains both statements. The `omega` calls handle the index arithmetic, and the conservation part is an induction on $k$. For $N = 0$ there are no steps, and the only conserved value is the initial one.

## The free rigid body

In the body frame, with angular momentum $L$ and inverse principal moments of inertia $w_i$, Euler's equation is

$$\dot L = L \times \omega, \qquad \omega_i = w_i L_i.$$

The right-hand side is `eulerField w L`. The code accepts any real $w_i$; for a physical body they are positive.

The field is quadratic in $L$, so $f(-L) = f(L)$. With $R = -1$ this is the required relation, because $-R f(L) = f(L)$. For $S = 1$ the conservation condition is $L \cdot (L \times \omega) = 0$. For $S = \operatorname{diag}(w)$ it is $\sum_i w_i L_i (L \times \omega)_i = \omega \cdot (L \times \omega) = 0$. Both hold because a cross product is orthogonal to its factors.

`eulerField_witness` proves these three facts by writing out components. It also shows that the example is not the trivial field $f = 0$: at $L = (1, 1, 0)$ the last component of $L \times \omega$ is $w_1 - w_0$, in the file's numbering from zero, and this is nonzero when the first two inverse moments differ.

`rigid_body_midpoint` applies the main theorem twice, once for each choice of $S$. If $(L, L')$ is a step, then $(-L', -L)$ is a step, and

$$|L'|^2 = |L|^2, \qquad \sum_i w_i L_i'^2 = \sum_i w_i L_i^2.$$

The second sum is twice the kinetic energy. The auxiliary statement `key` identifies it with the quadratic form of $\operatorname{diag}(w)$. Each exact midpoint step thus stays on the intersection of the momentum sphere and the energy ellipsoid that contains the continuous motion. The theorem concerns the body-frame angular momentum alone and does not treat the orientation of the body in space.
